# For hopping t > 0, the singlet ground energy of the asymmetric Hubbard dimer lies at most 2t below its atomic limit and never above it

**Q:** My Lehmann code for the half-filled dimer diagonalises the two-electron singlet block and takes the lowest eigenvalue $E_0$. Removal poles sit at $E_0-E_n^{(1)}$ and addition poles at $E_n^{(3)}-E_0$, where the superscripts count electrons, so a wrong $E_0$ shifts the two sets in opposite directions. What can I check before I build the spectrum?

**A:** Let $t>0$ be the hopping, $U$ the on-site repulsion and $D$ the difference between the two site energies. The check assumes that the covalent singlet, with one electron on each site, has diagonal entry $0$ in `H`. If site energies with a nonzero sum or a term $-\mu N$ shift that entry, subtract it from the whole diagonal for this check. Set $m=\min(0,U-|D|)$. Then $m-2t\le E_0\le m$, and the check takes three lines, with `H` the singlet block and `tol` a rounding tolerance:

```python
m = min(0.0, U - abs(D))
E0 = np.linalg.eigvalsh(H)[0]
assert m - 2*t - tol <= E0 <= m + tol
```

If the hopping element is coded as $2t$ instead of $\sqrt2\,t$, this fails at $U=D=0$, where $E_0$ becomes $-2\sqrt2\,t$. It won't catch every mistake: an element of $t$ gives $-\sqrt2\,t$ there, which is inside the window.

**Q:** Does the formal version contain my Hamiltonian, or just some matrix?

```lean
import Mathlib

open Matrix Filter Topology

namespace MottChargeTransferDimer

noncomputable section
```

**A:** It contains the matrix you diagonalise. Put the sites at energies $\pm D/2$. Two electrons on site 1 cost $U+D$, two on site 2 cost $U-D$, and the covalent singlet, with one electron on each site, costs $0$. Hopping connects the covalent singlet to each doubly occupied state with element $-\sqrt2\,t$.

```lean
/-- Singlet Hamiltonian of the asymmetric Hubbard dimer with repulsion `U`, site asymmetry `D`
and hopping `t`, in the basis (both electrons on site 1, both on site 2, covalent singlet). -/
def dimer (U D t : ℝ) : Matrix (Fin 3) (Fin 3) ℝ :=
  !![U + D, 0, -(√2 * t); 0, U - D, -(√2 * t); -(√2 * t), -(√2 * t), 0]
```

**Q:** And "lowest eigenvalue"?

**A:** `levels` collects the real $E$ for which $Hv=Ev$ has a nonzero real solution. Since $H$ is real and symmetric, real vectors lose no eigenvalue. It is a set, so degeneracies are not counted.

```lean
/-- The singlet energy levels: the eigenvalues of the dimer Hamiltonian. -/
def levels (U D t : ℝ) : Set ℝ :=
  {E | ∃ v : Fin 3 → ℝ, v ≠ 0 ∧ dimer U D t *ᵥ v = E • v}
```

The ground energy is defined as the infimum of that set.

```lean
/-- The singlet ground energy: the infimum of the energy levels. -/
def groundEnergy (U D t : ℝ) : ℝ := sInf (levels U D t)
```

**Q:** An infimum need not be an eigenvalue. Lean even assigns a value to the infimum of the empty set.

**A:** That is why a separate theorem, `groundEnergy_isLeast`, shows that it belongs to the set. The reference energy is the lowest diagonal entry, which is the ground energy at zero hopping:

```lean
/-- The smaller of the covalent energy `0` and the charge-transfer energy `U - |D|`. -/
def atomicEnergy (U D : ℝ) : ℝ := min 0 (U - |D|)
```

For $|D|<U$ it is the covalent energy $0$, the Mott side. For $|D|>U$ it is $U-|D|$, with both electrons on the lower site, the charge-transfer side. (If $D=0$, which here means $U<0$, the two doubly occupied states tie.)

**Q:** Derive the window by hand first.

**A:** Write a state as $(a,b,c)$, with $N=a^2+b^2+c^2$. Its energy form is
$$Q=(U+D)a^2+(U-D)b^2-2\sqrt2\,t(a+b)c.$$
For the lower bound, expand two squares:
$$(\sqrt2\,c-a-b)^2+(a-b)^2=2N-2\sqrt2\,(a+b)c.$$
Therefore
$$Q-(m-2t)N=(U+D-m)a^2+(U-D-m)b^2-mc^2+t\left[(\sqrt2\,c-a-b)^2+(a-b)^2\right].$$
Since $m$ is at or below every diagonal entry, each term is nonnegative. An eigenvector has $Q=EN$ with $N>0$, so $E\ge m-2t$.

For the upper bound, take the secular determinant
$$f(x)=(U+D-x)(U-D-x)(-x)-2t^2\left[(U+D-x)+(U-D-x)\right].$$
At $x=m$ one factor of the triple product vanishes, because $m$ equals a diagonal entry, and what remains is $\le0$. At $x=m-2t$ the three factors $A,B,C$ are all at least $2t$, so
$$ABC\ge 2tAB=tAB+tAB\ge 2t^2A+2t^2B,$$
and $f\ge0$. By continuity $f$ has a zero in $[m-2t,m]$, and that zero is an eigenvalue.

**Q:** Where does the code prove that $m$ is at or below every diagonal entry?

**A:** In the first lemma, which follows from $-|D|\le D\le|D|$.

```lean
/-- The atomic energy lies at or below each of the three diagonal energies of the dimer. -/
theorem atomicEnergy_le (U D : ℝ) :
    atomicEnergy U D ≤ 0 ∧ atomicEnergy U D ≤ U + D ∧ atomicEnergy U D ≤ U - D := by
  have h : atomicEnergy U D ≤ U - |D| := min_le_right _ _
  exact ⟨min_le_left _ _, by linarith [neg_abs_le D], by linarith [le_abs_self D]⟩
```

The next lemma turns a bound on the form into a bound on the levels. The components `v 0`, `v 1`, `v 2` are my $a,b,c$. The proof reads off the three rows of the eigenvalue equation, multiplies each by its component and adds them, which gives $Q=EN$. It then divides by $N$, which is positive because $v\ne0$.

```lean
/-- If the energy form of the dimer is at least `k` times the squared norm of the state,
then every energy level is at least `k`. -/
theorem le_level_of_form {U D t k E : ℝ}
    (hk : ∀ a b c : ℝ, k * (a ^ 2 + b ^ 2 + c ^ 2) ≤
      (U + D) * a ^ 2 + (U - D) * b ^ 2 - 2 * √2 * t * (a + b) * c)
    (hE : E ∈ levels U D t) : k ≤ E := by
  obtain ⟨v, hv, h⟩ := hE
  -- the three components of the eigenvalue equation
  have h0 : (U + D) * v 0 + -(√2 * t) * v 2 = E * v 0 := by
    have := congrFun h 0
    simpa [dimer, Matrix.mulVec, dotProduct, Fin.sum_univ_three] using this
  have h1 : (U - D) * v 1 + -(√2 * t) * v 2 = E * v 1 := by
    have := congrFun h 1
    simpa [dimer, Matrix.mulVec, dotProduct, Fin.sum_univ_three] using this
  have h2 : -(√2 * t) * v 0 + -(√2 * t) * v 1 = E * v 2 := by
    have := congrFun h 2
    simpa [dimer, Matrix.mulVec, dotProduct, Fin.sum_univ_three] using this
  have hN : 0 < v 0 ^ 2 + v 1 ^ 2 + v 2 ^ 2 := by
    by_contra hn
    have hn' := not_lt.mp hn
    have s0 := sq_nonneg (v 0)
    have s1 := sq_nonneg (v 1)
    have s2 := sq_nonneg (v 2)
    have a0 : v 0 = 0 := (pow_eq_zero_iff two_ne_zero).mp (by linarith)
    have a1 : v 1 = 0 := (pow_eq_zero_iff two_ne_zero).mp (by linarith)
    have a2 : v 2 = 0 := (pow_eq_zero_iff two_ne_zero).mp (by linarith)
    apply hv
    funext i
    fin_cases i
    exacts [a0, a1, a2]
  have key := hk (v 0) (v 1) (v 2)
  exact le_of_mul_le_mul_right
    (by linear_combination key + v 0 * h0 + v 1 * h1 + v 2 * h2) hN
```

The squares enter here. `h1`, `h2` and `h3` are the diagonal terms, `h4` is the hopping bracket, and `linear_combination` checks the identity displayed above.

```lean
/-- For positive hopping, no energy level lies more than `2t` below the atomic energy. -/
theorem atomic_sub_le_level {U D t E : ℝ} (ht : 0 < t) (hE : E ∈ levels U D t) :
    atomicEnergy U D - 2 * t ≤ E := by
  obtain ⟨m0, m1, m2⟩ := atomicEnergy_le U D
  have hs : √2 ^ 2 = (2 : ℝ) := Real.sq_sqrt (by norm_num)
  refine le_level_of_form (fun a b c => ?_) hE
  have h1 := mul_nonneg (sub_nonneg.mpr m1) (sq_nonneg a)
  have h2 := mul_nonneg (sub_nonneg.mpr m2) (sq_nonneg b)
  have h3 := mul_nonneg (sub_nonneg.mpr m0) (sq_nonneg c)
  -- the hopping term completed to squares
  have h4 : 0 ≤ t * ((√2 * c - (a + b)) ^ 2 + (a - b) ^ 2) := by positivity
  linear_combination h1 + h2 + h3 + h4 + t * c ^ 2 * hs
```

**Q:** The upper bound needs the determinant. Is it tied to the eigenvalues, or just assumed to be?

**A:** It is tied to them: a nonzero $v$ with $(H-E)v=0$ exists exactly when $\det(H-E)=0$.

```lean
/-- The energy levels are the zeros of the secular determinant. -/
theorem mem_levels_iff (U D t E : ℝ) :
    E ∈ levels U D t ↔ (dimer U D t - E • (1 : Matrix (Fin 3) (Fin 3) ℝ)).det = 0 := by
  rw [← Matrix.exists_mulVec_eq_zero_iff]
  simp only [levels, Set.mem_ofPred_eq, Matrix.sub_mulVec, Matrix.smul_mulVec,
    Matrix.one_mulVec, sub_eq_zero]
```

The sign change then follows the hand argument. `hz` is the vanishing triple product, `hpos` is the inequality for $A,B,C$, and `intermediate_value_Icc'` supplies the zero.

```lean
/-- Some energy level lies at or below the atomic energy. -/
theorem exists_level_le_atomic (U D : ℝ) {t : ℝ} (ht : 0 < t) :
    ∃ E ∈ levels U D t, E ≤ atomicEnergy U D := by
  obtain ⟨m0, m1, m2⟩ := atomicEnergy_le U D
  have hs : √2 ^ 2 = (2 : ℝ) := Real.sq_sqrt (by norm_num)
  have hz : (U + D - atomicEnergy U D) * (U - D - atomicEnergy U D) *
      (-atomicEnergy U D) = 0 := by
    unfold atomicEnergy
    rcases min_choice 0 (U - |D|) with h | h
    · rw [h]; ring
    · rcases abs_choice D with h' | h' <;> rw [h, h'] <;> ring
  have hpos : ∀ A B C : ℝ, 2 * t ≤ A → 2 * t ≤ B → 2 * t ≤ C →
      0 ≤ A * B * C - 2 * t ^ 2 * (A + B) := by
    intro A B C hA hB hC
    have hA0 : 0 ≤ A := by linarith
    have hB0 : 0 ≤ B := by linarith
    have e1 := mul_nonneg (mul_nonneg hA0 hB0) (sub_nonneg.mpr hC)
    have e2 := mul_nonneg ht.le (mul_nonneg hA0 (sub_nonneg.mpr hB))
    have e3 := mul_nonneg ht.le (mul_nonneg hB0 (sub_nonneg.mpr hA))
    linear_combination e1 + e2 + e3
  -- the secular determinant changes sign between the two bounds
  obtain ⟨E, hE, h0⟩ := intermediate_value_Icc'
    (f := fun x : ℝ => (U + D - x) * (U - D - x) * (-x)
      - 2 * t ^ 2 * ((U + D - x) + (U - D - x)))
    (a := atomicEnergy U D - 2 * t) (b := atomicEnergy U D) (by linarith)
    (Continuous.continuousOn (by fun_prop))
    (show (0 : ℝ) ∈ Set.Icc _ _ from
      ⟨by
        have h := mul_nonneg (sq_nonneg t)
          (add_nonneg (sub_nonneg.mpr m1) (sub_nonneg.mpr m2))
        linear_combination hz + 2 * h,
       hpos _ _ _ (by linarith) (by linarith) (by linarith)⟩)
  refine ⟨E, (mem_levels_iff U D t E).mpr ?_, hE.2⟩
  rw [← h0]
  simp [dimer, Matrix.det_fin_three]
  linear_combination (-(t ^ 2 * ((U + D - E) + (U - D - E)))) * hs
```

**Q:** That gives some level at or below $m$. You still owe me the lowest one.

**A:** The zero set of a continuous function is closed, so `levels` is closed. The previous lemma makes it nonempty, and the lower bound on levels makes it bounded below. A set of real numbers with these three properties contains its infimum.

```lean
/-- The ground energy is itself an energy level, and the lowest one. -/
theorem groundEnergy_isLeast (U D : ℝ) {t : ℝ} (ht : 0 < t) :
    IsLeast (levels U D t) (groundEnergy U D t) := by
  have hcl : IsClosed (levels U D t) := by
    have h : levels U D t =
        {E | (dimer U D t - E • (1 : Matrix (Fin 3) (Fin 3) ℝ)).det = 0} :=
      Set.ext (mem_levels_iff U D t)
    rw [h]
    exact isClosed_eq
      (continuous_const.sub (continuous_id.smul continuous_const)).matrix_det continuous_const
  have hbd : BddBelow (levels U D t) :=
    ⟨atomicEnergy U D - 2 * t, fun _ hE => atomic_sub_le_level ht hE⟩
  obtain ⟨E, hE, _⟩ := exists_level_le_atomic U D ht
  exact ⟨hcl.csInf_mem ⟨E, hE⟩ hbd, fun _ h => csInf_le hbd h⟩
```

The window follows. The ground energy is a level, so it is at least $m-2t$; it is the lowest level, so it is no higher than the one just found.

```lean
/-- For positive hopping and every repulsion and asymmetry, the ground energy lies between the
atomic energy `min 0 (U - |D|)` and that energy lowered by `2t`. -/
theorem groundEnergy_bounds (U D : ℝ) {t : ℝ} (ht : 0 < t) :
    min 0 (U - |D|) - 2 * t ≤ groundEnergy U D t ∧
      groundEnergy U D t ≤ min 0 (U - |D|) := by
  have hL := groundEnergy_isLeast U D ht
  obtain ⟨E, hE, hle⟩ := exists_level_le_atomic U D ht
  exact ⟨atomic_sub_le_level ht hL.1, (hL.2 hE).trans hle⟩
```

**Q:** What does this leave out of the physics I care about?

**A:** The model has two sites with one orbital each, no intersite repulsion and only the singlet sector. The Green's function itself is not in the file; the theorem controls one energy that enters its poles. The two-electron triplet has energy $0$ in this model, since Pauli exclusion blocks its hopping, so the upper bound also keeps the singlet from lying above it. The signs of $U$ and $D$ are unrestricted. Taking $t>0$ is a phase convention, because flipping the sign of the covalent state flips the sign of $t$.

**Q:** Is $2t$ generous?

**A:** Not at $U=D=0$, where the bound is attained. The normalised state $(\tfrac12,\tfrac12,\tfrac1{\sqrt2})$ has energy $-2t$: the first two rows give $-\sqrt2\,t\cdot\tfrac1{\sqrt2}=-t=-2t\cdot\tfrac12$, and the third gives $-\sqrt2\,t=-2t\cdot\tfrac1{\sqrt2}$. The code uses the unnormalised vector `![1, 1, √2]` to bound the energy from above, and the general lower bound closes the gap.

```lean
/-- For positive hopping, without repulsion and asymmetry, the ground energy is exactly `-2t`. -/
theorem groundEnergy_zero {t : ℝ} (ht : 0 < t) : groundEnergy 0 0 t = -2 * t := by
  have hs : √2 * √2 = (2 : ℝ) := Real.mul_self_sqrt (by norm_num)
  apply le_antisymm
  · -- the bonding state with both electrons delocalised
    refine (groundEnergy_isLeast 0 0 ht).2 ⟨![1, 1, √2], fun h => ?_, ?_⟩
    · have := congrFun h 0
      simp at this
    · ext i
      fin_cases i <;> simp [dimer, Matrix.mulVec, dotProduct, Fin.sum_univ_three] <;>
        first
          | linear_combination (-t) * hs
          | linear_combination t * hs
          | ring
  · have h := (groundEnergy_bounds 0 0 ht).1
    simp only [abs_zero, sub_zero, min_self] at h
    linarith
```

**Q:** Deep on the Mott side I expect an energy of order $t^2/U$, and a window of width $2t$ is far too wide for that.

**A:** For $|D|<U$ there is a second lower bound. For any $p>0$,
$$pa^2-2\sqrt2\,t\,ac+\frac{2t^2}{p}c^2=\frac{(pa-\sqrt2\,tc)^2}{p}\ge0.$$
Use this with $p=U+D$, and again with $p=U-D$ and $b$ in place of $a$. Adding the two gives $Q+Jc^2\ge0$, where
$$J=\frac{2t^2}{U+D}+\frac{2t^2}{U-D}.$$
Since $J\ge0$, also $Q\ge-JN$, and the ground energy is at least $-J$. In the proof, `sq` is the completed square and `hJ` adds the missing $J(a^2+b^2)$.

```lean
/-- For `|D| < U` the ground energy is no lower than minus the sum of `2t²/(U + D)` and
`2t²/(U - D)`. -/
theorem superexchange_le_groundEnergy {U D t : ℝ} (ht : 0 < t) (hU : |D| < U) :
    -(2 * t ^ 2 / (U + D) + 2 * t ^ 2 / (U - D)) ≤ groundEnergy U D t := by
  have hs : √2 ^ 2 = (2 : ℝ) := Real.sq_sqrt (by norm_num)
  have hp : 0 < U + D := by linarith [neg_abs_le D]
  have hq : 0 < U - D := by linarith [le_abs_self D]
  -- each virtual hop completes a square
  have sq : ∀ p : ℝ, 0 < p → ∀ a c : ℝ,
      0 ≤ p * a ^ 2 - 2 * √2 * t * a * c + 2 * t ^ 2 / p * c ^ 2 := by
    intro p hp a c
    have h : 2 * t ^ 2 / p * p = 2 * t ^ 2 := div_mul_cancel₀ _ hp.ne'
    have e : p * a ^ 2 - 2 * √2 * t * a * c + 2 * t ^ 2 / p * c ^ 2
        = (p * a - √2 * t * c) ^ 2 / p := by
      rw [eq_div_iff hp.ne']
      linear_combination c ^ 2 * h - t ^ 2 * c ^ 2 * hs
    rw [e]
    positivity
  refine le_level_of_form (fun a b c => ?_) (groundEnergy_isLeast U D ht).1
  have j1 : 0 ≤ 2 * t ^ 2 / (U + D) := div_nonneg (by positivity) hp.le
  have j2 : 0 ≤ 2 * t ^ 2 / (U - D) := div_nonneg (by positivity) hq.le
  have hJ := mul_nonneg (add_nonneg j1 j2) (add_nonneg (sq_nonneg a) (sq_nonneg b))
  linear_combination sq _ hp a c + sq _ hq b c + hJ
```

**Q:** So superexchange is proved?

**A:** One side of it is. The value $-J$ is what second-order perturbation theory gives for the covalent singlet, and the theorem says that the exact energy does not fall below it. It does not say how close the energy comes. Near $|D|=U$ the quantity $J$ diverges, and the $2t$ window is the better bound.

**Q:** That crossover is where I distrust perturbation theory. Does the atomic limit survive there?

**A:** Yes. For fixed $U$ and $D$, including $U=|D|$, both ends of the window tend to $m$ as $t\to0^+$, so the ground energy does too. The proof is this squeeze, with `𝓝[>] 0` expressing the approach through positive hopping. For this two-site model, the atomic energy is thus within $2t$ of the singlet ground energy on both sides of the crossover and at it. This concerns the energy only, and it does not rescue the second-order value $-J$, which diverges at the crossover.

```lean
/-- As the hopping is switched off, the ground energy tends to `min 0 (U - |D|)`. -/
theorem groundEnergy_tendsto_atomic (U D : ℝ) :
    Tendsto (fun t => groundEnergy U D t) (𝓝[>] 0) (𝓝 (min 0 (U - |D|))) := by
  have hc : Continuous (fun t : ℝ => min 0 (U - |D|) - 2 * t) := by fun_prop
  have hl : Tendsto (fun t : ℝ => min 0 (U - |D|) - 2 * t) (𝓝[>] 0)
      (𝓝 (min 0 (U - |D|))) := by
    have h := (hc.tendsto 0).mono_left (nhdsWithin_le_nhds (s := Set.Ioi 0))
    simpa only [mul_zero, sub_zero] using h
  refine tendsto_of_tendsto_of_tendsto_of_le_of_le' hl tendsto_const_nhds ?_ ?_
  · filter_upwards [self_mem_nhdsWithin] with t ht
    exact (groundEnergy_bounds U D ht).1
  · filter_upwards [self_mem_nhdsWithin] with t ht
    exact (groundEnergy_bounds U D ht).2

end

end MottChargeTransferDimer
```

```lean
#print axioms MottChargeTransferDimer.groundEnergy_bounds
-- 'MottChargeTransferDimer.groundEnergy_bounds' depends on axioms: [propext, Classical.choice, Quot.sound]
#print axioms MottChargeTransferDimer.groundEnergy_zero
-- 'MottChargeTransferDimer.groundEnergy_zero' depends on axioms: [propext, Classical.choice, Quot.sound]
#print axioms MottChargeTransferDimer.superexchange_le_groundEnergy
-- 'MottChargeTransferDimer.superexchange_le_groundEnergy' depends on axioms: [propext, Classical.choice, Quot.sound]
#print axioms MottChargeTransferDimer.groundEnergy_tendsto_atomic
-- 'MottChargeTransferDimer.groundEnergy_tendsto_atomic' depends on axioms: [propext, Classical.choice, Quot.sound]
```
